# Coupling of any size in a finite Hermitian matrix puts no eigenvalue into the gap between two diagonal blocks when all levels of one lie above those of the other

## Can a large kinetic coupling push a Dirac level into the gap?

I discretise the one-electron Dirac Hamiltonian in a finite orthonormal basis, with one set of functions for the large (upper) components and another for the small (lower) ones. The matrix then has four blocks. The upper diagonal block is a potential matrix plus the rest energy $m_0c^2$, with $m_0$ the electron mass and $c$ the speed of light, and the lower one is a potential matrix minus $m_0c^2$. The off-diagonal blocks come from the kinetic term $c\,\boldsymbol\sigma\cdot\mathbf p$ (Pauli matrices times momentum), and with tight basis functions their entries can be far larger than $m_0c^2$, so perturbation theory in them tells me nothing.

For a $2\times2$ matrix I can see that the coupling pushes the two levels apart. I have been told that the same holds for blocks: if all levels of the upper block lie at or above a number $a$, and all levels of the lower block at or below a number $d<a$, then the full matrix has no eigenvalue strictly between $d$ and $a$, whatever the coupling. Is that right for rectangular blocks that don't commute with anything? I would like a rigorous argument and, if possible, a machine-checked one.

## The sign matrix β removes the coupling from the real part of the quadratic form

It is right for finite matrices, provided that the diagonal blocks are Hermitian and the lower-left block is the adjoint of the upper-right one.

### From the signed form to an empty gap

Let $m$ and $n$ be finite index sets for the upper and lower spaces. Take square complex matrices $A$ on $m$ and $D$ on $n$, any complex $m\times n$ matrix $B$, and set

$$H=\begin{pmatrix}A&B\\B^\dagger&D\end{pmatrix},\qquad \beta=\begin{pmatrix}1&0\\0&-1\end{pmatrix}.$$

Assume that $A-a$ and $d-D$ are positive semidefinite for real $a$ and $d$. The first condition says that no state with only upper components has mean energy below $a$, the second that no state with only lower components has mean energy above $d$. Write a vector as $v=(x,y)$ with upper part $x$ and lower part $y$, so $|v|^2=|x|^2+|y|^2$.

Multiplying by $\beta$ flips the sign of the lower row of blocks, so

$$v^\dagger\beta Hv=x^\dagger Ax+x^\dagger By-y^\dagger B^\dagger x-y^\dagger Dy .$$

With $s=x^\dagger By$ one has $y^\dagger B^\dagger x=\bar s$, and $s-\bar s$ is purely imaginary. Hence

$$\operatorname{Re}v^\dagger\beta Hv=\operatorname{Re}x^\dagger Ax-\operatorname{Re}y^\dagger Dy .$$

This step used nothing about $A$ and $D$, so it also applies to $H-z$ for a complex number $z$, which has the same shape with diagonal blocks $A-z$ and $D-z$. Since $\operatorname{Re}x^\dagger(A-z)x=\operatorname{Re}x^\dagger Ax-\operatorname{Re}z\,|x|^2$, and likewise for $D$, the two assumptions $\operatorname{Re}x^\dagger Ax\ge a|x|^2$ and $\operatorname{Re}y^\dagger Dy\le d|y|^2$ give

$$\operatorname{Re}v^\dagger\beta(H-z)v\ \ge\ (a-\operatorname{Re}z)\,|x|^2+(\operatorname{Re}z-d)\,|y|^2 .$$

Now let $\delta\ge0$ satisfy $d+\delta\le\operatorname{Re}z\le a-\delta$. Both brackets are at least $\delta$, so the right side is at least $\delta|v|^2$. Put $w=\beta(H-z)v$. Because $\beta$ only changes signs of components, $|w|=|(H-z)v|$. Expanding $0\le|\delta v-w|^2$ gives $2\delta\operatorname{Re}v^\dagger w\le\delta^2|v|^2+|w|^2$. Chaining the two,

$$2\delta^2|v|^2\le2\delta\operatorname{Re}v^\dagger w\le\delta^2|v|^2+|w|^2,\qquad\text{so}\qquad \delta^2|v|^2\le|(H-z)v|^2 .$$

The constant does not depend on $B$. Finally, suppose $Hv=zv$ with $d<\operatorname{Re}z<a$. Choose $\delta=\min(a-\operatorname{Re}z,\ \operatorname{Re}z-d)>0$. The right side is zero, so $|v|^2=0$ and $v=0$, which is not an eigenvector. For a finite matrix a point $z$ of the spectrum has $\det(z-H)=0$, which yields a nonzero $v$ with $Hv=zv$, so the spectrum avoids the strip as well.

### The Lean file

```lean
import Mathlib

open Matrix
open scoped ComplexOrder

namespace DiracGapPersistence

noncomputable section

variable {m n : Type*} [Fintype m] [Fintype n] [DecidableEq m] [DecidableEq n]

/-- The two-block Hamiltonian with upper block `A`, lower block `D` and couplings `B`, `B†`. -/
def blockH (A : Matrix m m ℂ) (B : Matrix m n ℂ) (D : Matrix n n ℂ) :
    Matrix (m ⊕ n) (m ⊕ n) ℂ :=
  fromBlocks A B Bᴴ D

/-- The matrix `β`, equal to `+1` on upper components and `-1` on lower components. -/
def beta (m n : Type*) [DecidableEq m] [DecidableEq n] : Matrix (m ⊕ n) (m ⊕ n) ℂ :=
  fromBlocks 1 0 0 (-1)

/-- The squared norm of a coefficient vector. -/
def weight {k : Type*} [Fintype k] (x : k → ℂ) : ℝ :=
  ∑ i, Complex.normSq (x i)

/-- The real part of the quadratic form `x† M x`. -/
def expect {k : Type*} [Fintype k] (M : Matrix k k ℂ) (x : k → ℂ) : ℝ :=
  (star x ⬝ᵥ M *ᵥ x).re

/-- The product `x† x` equals the squared norm of `x`. -/
theorem star_dot_self {k : Type*} [Fintype k] (x : k → ℂ) :
    star x ⬝ᵥ x = (weight x : ℂ) := by
  unfold weight dotProduct
  rw [Complex.ofReal_sum]
  refine Finset.sum_congr rfl fun i _ => ?_
  rw [Complex.normSq_eq_conj_mul_self]
  rfl

/-- Subtracting a complex energy `z` from a matrix lowers the real quadratic form by
`Re z` times the squared norm. -/
theorem expect_shift (A : Matrix m m ℂ) (z : ℂ) (x : m → ℂ) :
    expect (A - z • 1) x = expect A x - z.re * weight x := by
  unfold expect
  rw [sub_mulVec, smul_mulVec, one_mulVec, dotProduct_sub, dotProduct_smul, star_dot_self]
  simp

/-- The real quadratic form of `β H` on a vector with upper part `x` and lower part `y` is the
form of `A` on `x` minus the form of `D` on `y`; the coupling `B` drops out. -/
theorem coupling_cancels (A : Matrix m m ℂ) (B : Matrix m n ℂ) (D : Matrix n n ℂ)
    (x : m → ℂ) (y : n → ℂ) :
    expect (beta m n * blockH A B D) (Sum.elim x y) = expect A x - expect D y := by
  have hβ : beta m n * blockH A B D = fromBlocks A B (-Bᴴ) (-D) := by
    simp [beta, blockH, fromBlocks_multiply]
  have hd : ∀ (p : m → ℂ) (q : n → ℂ),
      star (Sum.elim x y) ⬝ᵥ Sum.elim p q = star x ⬝ᵥ p + star y ⬝ᵥ q := by
    intro p q
    simp [dotProduct, Fintype.sum_sum_type]
  -- the two coupling terms are complex conjugates of each other
  have hc : star y ⬝ᵥ Bᴴ *ᵥ x = star (star x ⬝ᵥ B *ᵥ y) := by
    calc star y ⬝ᵥ Bᴴ *ᵥ x = star (star (Bᴴ *ᵥ x) ⬝ᵥ y) := Matrix.star_dotProduct _ _
      _ = star (star x ⬝ᵥ B *ᵥ y) := by
        rw [star_mulVec, conjTranspose_conjTranspose, ← dotProduct_mulVec]
  unfold expect
  rw [hβ, fromBlocks_mulVec, hd]
  simp only [Sum.elim_comp_inl, Sum.elim_comp_inr, dotProduct_add, neg_mulVec, dotProduct_neg,
    hc, Complex.add_re, Complex.neg_re, Complex.star_def, Complex.conj_re]
  ring

/-- If `A - a` and `d - D` are positive semidefinite, the real quadratic form of `β (H - z)` is
at least `(a - Re z) |x|² + (Re z - d) |y|²`, for every coupling `B`. -/
theorem signed_form_lower_bound {A : Matrix m m ℂ} {D : Matrix n n ℂ} {a d : ℝ}
    (hA : (A - (a : ℂ) • 1).PosSemidef) (hD : ((d : ℂ) • 1 - D).PosSemidef)
    (B : Matrix m n ℂ) (z : ℂ) (x : m → ℂ) (y : n → ℂ) :
    (a - z.re) * weight x + (z.re - d) * weight y
      ≤ expect (beta m n * (blockH A B D - z • 1)) (Sum.elim x y) := by
  have hs : blockH A B D - z • 1 = blockH (A - z • 1) B (D - z • 1) := by
    ext i j
    rcases i with i | i <;> rcases j with j | j <;> simp [blockH, Matrix.one_apply]
  have h1 : 0 ≤ expect (A - (a : ℂ) • 1) x :=
    (Complex.nonneg_iff.mp (hA.dotProduct_mulVec_nonneg x)).1
  have h2 : expect (D - (d : ℂ) • 1) y ≤ 0 := by
    have h := (Complex.nonneg_iff.mp (hD.dotProduct_mulVec_nonneg y)).1
    rw [← neg_sub D, neg_mulVec, dotProduct_neg, Complex.neg_re] at h
    unfold expect
    linarith
  rw [expect_shift, Complex.ofReal_re] at h1 h2
  rw [hs, coupling_cancels, expect_shift, expect_shift]
  linarith

/-- If `A - a` and `d - D` are positive semidefinite and `Re z` lies at least `δ ≥ 0` above `d` and
at least `δ` below `a`, then `δ² |v|² ≤ |(H - z) v|²` for every vector `v` and every coupling `B`.
-/
theorem resolvent_bound {A : Matrix m m ℂ} {D : Matrix n n ℂ} {a d δ : ℝ}
    (hA : (A - (a : ℂ) • 1).PosSemidef) (hD : ((d : ℂ) • 1 - D).PosSemidef)
    (B : Matrix m n ℂ) {z : ℂ} (hδ : 0 ≤ δ) (hd : d + δ ≤ z.re) (ha : z.re + δ ≤ a)
    (v : m ⊕ n → ℂ) :
    δ ^ 2 * weight v ≤ weight ((blockH A B D - z • 1) *ᵥ v) := by
  obtain ⟨x, y, rfl⟩ : ∃ x y, v = Sum.elim x y := ⟨_, _, (Sum.elim_comp_inl_inr v).symm⟩
  have hx : 0 ≤ weight x := Finset.sum_nonneg fun i _ => Complex.normSq_nonneg _
  have hy : 0 ≤ weight y := Finset.sum_nonneg fun i _ => Complex.normSq_nonneg _
  have hv : weight (Sum.elim x y) = weight x + weight y := by
    simp [weight, Fintype.sum_sum_type]
  -- β preserves the norm
  have hβ : ∀ w : m ⊕ n → ℂ, weight (beta m n *ᵥ w) = weight w := by
    intro w
    simp [weight, beta, fromBlocks_mulVec, Fintype.sum_sum_type, neg_mulVec]
  -- expansion of |δ u - w|² ≥ 0
  have hcs : ∀ u w : m ⊕ n → ℂ,
      2 * δ * (star u ⬝ᵥ w).re ≤ δ ^ 2 * weight u + weight w := by
    intro u w
    unfold weight dotProduct
    rw [Complex.re_sum, Finset.mul_sum, Finset.mul_sum, ← Finset.sum_add_distrib]
    refine Finset.sum_le_sum fun i _ => ?_
    simp only [Pi.star_apply, Complex.star_def, Complex.mul_re, Complex.conj_re,
      Complex.conj_im, Complex.normSq_apply]
    nlinarith [sq_nonneg (δ * (u i).re - (w i).re), sq_nonneg (δ * (u i).im - (w i).im)]
  have h1 := signed_form_lower_bound hA hD B z x y
  have h2 := hcs (Sum.elim x y) (beta m n *ᵥ ((blockH A B D - z • 1) *ᵥ Sum.elim x y))
  rw [hβ, mulVec_mulVec] at h2
  unfold expect at h1
  have h3 : δ * weight x ≤ (a - z.re) * weight x :=
    mul_le_mul_of_nonneg_right (by linarith) hx
  have h4 : δ * weight y ≤ (z.re - d) * weight y :=
    mul_le_mul_of_nonneg_right (by linarith) hy
  have h5 := mul_le_mul_of_nonneg_left ((add_le_add h3 h4).trans h1) hδ
  rw [hv] at h2 ⊢
  nlinarith [h2, h5]

/-- Persistence of the gap: if `A - a` and `d - D` are positive semidefinite then, for every
coupling `B`, each eigenvalue `z` of `H` satisfies `Re z ≤ d` or `a ≤ Re z`. -/
theorem no_eigenvalue_in_gap {A : Matrix m m ℂ} {D : Matrix n n ℂ} {a d : ℝ}
    (hA : (A - (a : ℂ) • 1).PosSemidef) (hD : ((d : ℂ) • 1 - D).PosSemidef)
    (B : Matrix m n ℂ) {z : ℂ} {v : m ⊕ n → ℂ} (hv : v ≠ 0)
    (hz : blockH A B D *ᵥ v = z • v) : z.re ≤ d ∨ a ≤ z.re := by
  by_contra h
  obtain ⟨h1, h2⟩ := not_or.mp h
  have h1' := not_le.mp h1
  have h2' := not_le.mp h2
  -- distance from Re z to the nearer gap edge
  have hδ : 0 < min (a - z.re) (z.re - d) := lt_min (by linarith) (by linarith)
  have hb := resolvent_bound hA hD B (z := z) hδ.le
    (by linarith [min_le_right (a - z.re) (z.re - d)])
    (by linarith [min_le_left (a - z.re) (z.re - d)]) v
  rw [sub_mulVec, smul_mulVec, one_mulVec, hz, sub_self] at hb
  have h0 : weight (0 : m ⊕ n → ℂ) = 0 := by simp [weight]
  rw [h0] at hb
  have hnn : 0 ≤ weight v := Finset.sum_nonneg fun i _ => Complex.normSq_nonneg _
  have hw : weight v = 0 := by
    have hp := mul_nonneg (pow_pos hδ 2).le hnn
    exact (mul_eq_zero.mp (le_antisymm hb hp)).resolve_left (pow_pos hδ 2).ne'
  apply hv
  funext i
  exact Complex.normSq_eq_zero.mp
    ((Finset.sum_eq_zero_iff_of_nonneg fun j _ => Complex.normSq_nonneg (v j)).mp hw i
      (Finset.mem_univ i))

/-- If `A - a` and `d - D` are positive semidefinite then, for every coupling `B`, every point `z`
of the spectrum of `H` satisfies `Re z ≤ d` or `a ≤ Re z`. -/
theorem spectrum_avoids_gap {A : Matrix m m ℂ} {D : Matrix n n ℂ} {a d : ℝ}
    (hA : (A - (a : ℂ) • 1).PosSemidef) (hD : ((d : ℂ) • 1 - D).PosSemidef)
    (B : Matrix m n ℂ) {z : ℂ} (hz : z ∈ spectrum ℂ (blockH A B D)) :
    z.re ≤ d ∨ a ≤ z.re := by
  rw [spectrum.mem_iff, Matrix.isUnit_iff_isUnit_det, isUnit_iff_ne_zero, not_not,
    Algebra.algebraMap_eq_smul_one] at hz
  obtain ⟨v, hv, h0⟩ := Matrix.exists_mulVec_eq_zero_iff.mpr hz
  rw [sub_mulVec, smul_mulVec, one_mulVec, sub_eq_zero] at h0
  exact no_eigenvalue_in_gap hA hD B hv h0.symm

/-- Blocks `V_L + mc²` and `V_S - mc²` with `V_L` bounded below by `vmin` and `V_S` bounded above
by `vmax`: for every coupling `B`, a real eigenvalue `E` satisfies `E ≤ vmax - mc²` or
`vmin + mc² ≤ E`. -/
theorem dirac_gap {VL : Matrix m m ℂ} {VS : Matrix n n ℂ} {vmin vmax : ℝ} (mc2 : ℝ)
    (hL : (VL - (vmin : ℂ) • 1).PosSemidef) (hS : ((vmax : ℂ) • 1 - VS).PosSemidef)
    (B : Matrix m n ℂ) {E : ℝ} {v : m ⊕ n → ℂ} (hv : v ≠ 0)
    (hE : blockH (VL + (mc2 : ℂ) • 1) B (VS - (mc2 : ℂ) • 1) *ᵥ v = (E : ℂ) • v) :
    E ≤ vmax - mc2 ∨ vmin + mc2 ≤ E := by
  have e1 : VL + (mc2 : ℂ) • 1 - ((vmin + mc2 : ℝ) : ℂ) • 1 = VL - (vmin : ℂ) • 1 := by
    rw [Complex.ofReal_add, add_smul]
    abel
  have e2 : ((vmax - mc2 : ℝ) : ℂ) • 1 - (VS - (mc2 : ℂ) • 1) = (vmax : ℂ) • 1 - VS := by
    rw [Complex.ofReal_sub, sub_smul]
    abel
  have h := no_eigenvalue_in_gap (a := vmin + mc2) (d := vmax - mc2)
    (by rw [e1]; exact hL) (by rw [e2]; exact hS) B hv hE
  rwa [Complex.ofReal_re] at h

/-- For scalar blocks `A = a`, `D = d`, which meet both positivity conditions, `H` multiplies an
upper vector with `B† x = 0` by `a` and a lower vector with `B y = 0` by `d`. -/
theorem gap_edges_witness (a d : ℝ) (B : Matrix m n ℂ) (x : m → ℂ) (y : n → ℂ) :
    (((a : ℂ) • 1 - (a : ℂ) • 1 : Matrix m m ℂ)).PosSemidef ∧
    (((d : ℂ) • 1 - (d : ℂ) • 1 : Matrix n n ℂ)).PosSemidef ∧
    (Bᴴ *ᵥ x = 0 → blockH ((a : ℂ) • 1) B ((d : ℂ) • 1) *ᵥ Sum.elim x 0
      = (a : ℂ) • Sum.elim x (0 : n → ℂ)) ∧
    (B *ᵥ y = 0 → blockH ((a : ℂ) • 1) B ((d : ℂ) • 1) *ᵥ Sum.elim 0 y
      = (d : ℂ) • Sum.elim (0 : m → ℂ) y) := by
  refine ⟨by rw [sub_self]; exact PosSemidef.zero, by rw [sub_self]; exact PosSemidef.zero,
    fun h => ?_, fun h => ?_⟩
  · ext i
    cases i <;> simp [blockH, fromBlocks_mulVec, smul_mulVec, h]
  · ext i
    cases i <;> simp [blockH, fromBlocks_mulVec, smul_mulVec, h]

/-- With diagonal blocks `+1` and `-1`, coupling `B = 1` and lower-left block `-B†` in place of
`B†`, every vector `(x, -x)` is sent to zero. -/
theorem antihermitian_coupling_zero_mode (x : m → ℂ) :
    fromBlocks (1 : Matrix m m ℂ) (1 : Matrix m m ℂ) (-(1 : Matrix m m ℂ)ᴴ)
      (-1 : Matrix m m ℂ) *ᵥ Sum.elim x (-x) = 0 := by
  ext i
  cases i <;> simp [fromBlocks_mulVec, neg_mulVec, mulVec_neg]

end

end DiracGapPersistence
```

```lean
#print axioms DiracGapPersistence.no_eigenvalue_in_gap
#print axioms DiracGapPersistence.spectrum_avoids_gap
#print axioms DiracGapPersistence.dirac_gap
#print axioms DiracGapPersistence.antihermitian_coupling_zero_mode
```

```
'DiracGapPersistence.no_eigenvalue_in_gap' depends on axioms: [propext, Classical.choice, Quot.sound]
'DiracGapPersistence.spectrum_avoids_gap' depends on axioms: [propext, Classical.choice, Quot.sound]
'DiracGapPersistence.dirac_gap' depends on axioms: [propext, Classical.choice, Quot.sound]
'DiracGapPersistence.antihermitian_coupling_zero_mode' depends on axioms: [propext, Classical.choice, Quot.sound]
```

### How the definitions and theorems read

The types `m` and `n` are the two index sets, and `m ⊕ n` is their disjoint union, which indexes the full space. A vector is a function `m ⊕ n → ℂ`, and `Sum.elim x y` is the column $(x,y)$. The definition `blockH A B D` is $H$, with `Bᴴ` built into the lower-left corner, and `beta m n` is $\beta$. The function `weight` is the squared norm $\sum_i|x_i|^2$, which fixes the basis as orthonormal. The function `expect M x` is $\operatorname{Re}x^\dagger Mx$ for a matrix $M$; it is not divided by the norm, so it is a mean energy only for a normalised $x$. A number subtracted from a matrix is written `z • 1`.

The hypotheses `hA` and `hD` are the two positivity conditions. Mathlib's `PosSemidef` includes Hermiticity, and $a$, $d$ are real, so $A$ and $D$ are Hermitian without a separate assumption. `B` carries no hypothesis at all.

The main theorem, `no_eigenvalue_in_gap`, says that if `v ≠ 0` and $Hv=zv$ for a complex $z$, then `z.re ≤ d ∨ a ≤ z.re`. The condition $d<a$ is not among the hypotheses, because for $a\le d$ every real number satisfies the disjunction and the statement is true but empty. The edges $d$ and $a$ themselves are allowed. The conclusion concerns $\operatorname{Re}z$; reality of the eigenvalues is neither used nor stated. `spectrum_avoids_gap` gives the same disjunction for every `z ∈ spectrum ℂ (blockH A B D)`. Either index set may be empty; with `n` empty, $H$ is just $A$.

`resolvent_bound` is the inequality $\delta^2|v|^2\le|(H-z)v|^2$. In spite of its name it mentions no inverse. For a normalised trial vector it says that the residual $|(H-z)v|$ is at least $\delta$.

`dirac_gap` is your case. The blocks are $V_L+m_0c^2$ and $V_S-m_0c^2$, where `VL` and `VS` are the potential matrices in the large and small bases and `mc2` is the rest energy, an arbitrary real number unrelated to the type `m`. The energy zero lies midway between the two rest energies. The constants `vmin` and `vmax` are an assumed lower bound $v_{\min}$ on $V_L$ and an assumed upper bound $v_{\max}$ on $V_S$, so no normalised large-component function in the basis has mean potential energy below $v_{\min}$ and no small-component one above $v_{\max}$; the sharpest choices are the lowest eigenvalue of $V_L$ and the highest of $V_S$, but any valid bounds are allowed. A real eigenvalue $E$ then obeys $E\le v_{\max}-m_0c^2$ or $v_{\min}+m_0c^2\le E$, which excludes something only when $v_{\max}-v_{\min}<2m_0c^2$. So for a one-particle Dirac matrix in a finite orthonormal basis, with potential matrices inside that window, the open interval from $v_{\max}-m_0c^2$ to $v_{\min}+m_0c^2$ stays free of levels however the kinetic block is built, as long as the lower-left block is its adjoint. With a potential present this is in general not the free-particle gap between $-m_0c^2$ and $m_0c^2$, and the statement does not keep levels above its upper edge from falling below the exact bound levels: for $B=0$ the upper levels are just those of $V_L+m_0c^2$, with no kinetic energy at all.

`gap_edges_witness` takes the scalar blocks $A=a$, $D=d$. It states that they satisfy both positivity conditions, that $B^\dagger x=0$ implies $H(x,0)=a\,(x,0)$, and that $By=0$ implies $H(0,y)=d\,(0,y)$. These are eigenvectors when $x$ or $y$ is nonzero, as is possible for $B=0$ with nonempty index sets, so a conclusion drawn only from the two positivity conditions and valid for all $B$ cannot exclude the points $d$ and $a$ themselves. The theorem does not assert that such vectors exist for a given $B$.

`antihermitian_coupling_zero_mode` shows what happens with the other sign. With diagonal blocks $+1$ and $-1$, upper-right block $1$ and lower-left block $-1^\dagger$, every vector $(x,-x)$ is sent to zero. For a single index the matrix is $\begin{pmatrix}1&1\\-1&-1\end{pmatrix}$ with normalised null vector $(1,-1)/\sqrt2$, an eigenvalue $0$ midway between $d=-1$ and $a=1$. This matrix is not Hermitian and so is not a physical Hamiltonian; it serves only to show that the adjoint condition cannot simply be dropped.

The statements leave several things open. The dimension is finite, so the Dirac operator with its continua is not treated. The eigenvalue problem is the ordinary one, without an overlap matrix. Nothing is said about how many eigenvalues lie on each side of the gap, or how close they are to the exact levels. The bounds on the potential matrices are assumed, and the attraction to a point nucleus is unbounded below, so $v_{\min}$ depends on the basis and tight functions may drive it low enough to close the window; that last observation is physics commentary and not part of what the kernel checked.

### How the tactics follow the algebra

`star_dot_self` identifies $x^\dagger x$ with `weight x` term by term, and `expect_shift` uses it to obtain the shift by $\operatorname{Re}z\,|x|^2$.

In `coupling_cancels`, `hβ` multiplies out $\beta H$ in blocks, `hd` splits the scalar product into upper and lower sums, and `hc` is the identity $y^\dagger B^\dagger x=\bar s$. After taking real parts, `Complex.conj_re` makes the two coupling terms equal and `ring` cancels them.

In `signed_form_lower_bound`, `hs` rewrites $H-z$ as `blockH (A - z • 1) B (D - z • 1)` by checking the four kinds of entries. The steps `h1` and `h2` extract the real parts of the two positivity conditions, which `expect_shift` turns into the bounds with $a|x|^2$ and $d|y|^2$. The cancellation and two more shifts reduce the goal to a linear inequality for `linarith`.

`resolvent_bound` first writes $v$ as `Sum.elim x y`. Here `hβ` is the invariance of the norm under $\beta$, and `hcs` is the expansion of $|\delta u-w|^2\ge0$ for arbitrary vectors $u$ and $w$, proved index by index from the squares of the real and imaginary parts. Then `h3` and `h4` replace the two brackets by $\delta$, and `h5` multiplies the resulting lower bound by $\delta$. The closing `nlinarith` has to combine `h2` with twice `h5`, which is the chain displayed above.

`no_eigenvalue_in_gap` argues by contradiction, takes `min (a - z.re) (z.re - d)` as $\delta$, and rewrites the residual to zero with `hz`. That forces `weight v = 0`, and a vanishing sum of non-negative terms makes every component vanish. `spectrum_avoids_gap` unfolds membership in the spectrum to $\det(z-H)=0$ and obtains the null vector from `Matrix.exists_mulVec_eq_zero_iff`. `dirac_gap` applies the main theorem with $a=v_{\min}+m_0c^2$ and $d=v_{\max}-m_0c^2$, where `e1` and `e2` cancel the rest energy in the two positivity conditions. The last two theorems are direct block multiplications, split into upper and lower components.
